# A Buckingham potential with positive parameters falls to −∞ as r → 0⁺ and has two, one or no critical points

Before a simulation with a Buckingham potential is started, it is useful to find the barrier that separates the ordinary attractive well from the collapse at very short range. A repulsive wall, or a distance below which trial moves are rejected, can then be placed near it. For an uncharged, isolated pair, the result below tells from the parameters whether there is a barrier to find, and gives a separate search interval for the barrier and for the well.

The potential energy of the pair at separation \(r>0\) is

\[
V(r)=A\,e^{-br}-\frac{C}{r^{6}},\qquad A,b,C>0 .
\]

Here \(A\) sets the strength of the repulsion between overlapping electron clouds, \(1/b\) is its range, and \(C\) is the dispersion coefficient. A critical point is a separation at which \(V'(r)=0\), so that the force vanishes. The claims are:

- \(V(r)\to-\infty\) as \(r\to0^+\).
- If \(6C/(Ab)<(7/b)^7e^{-7}\), there are exactly two critical points, one on each side of \(7/b\).
- If the two sides are equal, \(7/b\) is the only critical point.
- If the inequality is strictly reversed, there is none.

## Where repulsion and attraction balance

As \(r\to0^+\), the repulsive term tends to the finite value \(A\), while \(C/r^6\) grows without bound. Hence \(V(r)\to-\infty\).

The slope is

\[
V'(r)=-Ab\,e^{-br}+\frac{6C}{r^7}
=\frac{Ab}{r^7}\left(\frac{6C}{Ab}-g(r)\right),\qquad g(r)=r^7e^{-br}.
\]

The prefactor is positive, so \(r\) is a critical point exactly when \(g(r)=K\), with \(K=6C/(Ab)\). The ratio of the repulsive force \(Ab\,e^{-br}\) to the attractive force \(6C/r^7\) is \(g(r)/K\), and the equation says that this ratio is one.

Differentiating \(g\) gives

\[
g'(r)=7r^6e^{-br}-b\,r^7e^{-br}=r^6(7-br)\,e^{-br}.
\]

This is positive for \(0<r<7/b\) and negative for \(r>7/b\). So \(g\) increases strictly up to \(7/b\), where it reaches \((7/b)^7e^{-7}\), and decreases strictly afterwards. Moreover \(g(0)=0\), and \(b^7g(r)=(br)^7e^{-br}\to0\) as \(r\to\infty\).

Suppose that \(K\) lies below the peak value. Since \(K>0\), the intermediate value theorem gives a solution \(r_1\) between \(0\) and \(7/b\), and a solution \(r_2\) beyond \(7/b\). Strict monotonicity allows only one on each side, and \(7/b\) itself is not a solution. If \(K\) equals the peak value, only \(7/b\) solves the equation. If \(K\) is larger, nothing does.

Multiplying the condition for two critical points by \(b^7/6\) puts it in dimensionless form:

\[
\frac{Cb^6}{A}<\frac{7^7e^{-7}}{6}\approx125.2 .
\]

The sign of \(K-g(r)\) also shows that \(V\) rises up to \(r_1\), falls to \(r_2\) and rises again, which makes \(r_1\) the barrier top and \(r_2\) the well bottom; the Lean theorems count and locate the two points but do not classify them.

## A well at twice the barrier distance

Take \(b=1\) and \(A=6\) in reduced units, so that \(K=C\). Both critical points can be found in closed form if \(C\) is chosen to give \(r_2=2r_1\). The equation \(g(2r_1)=g(r_1)\) reads \(2^7e^{-r_1}=1\), so

\[
r_1=7\ln2\approx4.852,\qquad r_2=14\ln2\approx9.704,
\]

and the required coefficient is

\[
C=r_1^7e^{-r_1}=\left(\tfrac72\ln2\right)^7\approx494.6 .
\]

This is below the peak value \(7^7e^{-7}\approx751.0\), and the two points lie on either side of \(7/b=7\).

At a critical point \(C/r^6=r\,e^{-r}\) for these parameters, so \(V=(6-r)e^{-r}\). The energies are therefore

\[
V(r_1)=\frac{6-7\ln2}{2^7}\approx9.0\times10^{-3},\qquad
V(r_2)=\frac{6-14\ln2}{2^{14}}\approx-2.3\times10^{-4}.
\]

## The potential and the force balance in Lean

All parameters and the separation are real numbers, without units. Positivity is not built into their type; each theorem states the sign conditions that it uses.

```lean
import Mathlib

open Filter Topology Set

namespace BuckinghamPotential

noncomputable section

variable {A b C r : ℝ}
```

The definition is the formula for \(V\), with positive \(C\) meaning attraction.

```lean
/-- The Buckingham pair potential `A exp(-b r) - C / r ^ 6`, meant for separations `r > 0`. -/
def buckingham (A b C r : ℝ) : ℝ := A * Real.exp (-b * r) - C / r ^ 6
```

The function \(g\) is called `balance`, a local name and not a textbook term. It depends on \(b\) and \(r\) only.

```lean
/-- The function `r ^ 7 exp(-b r)`, which is proportional to the ratio of the repulsive to the
attractive force of the Buckingham potential at separation `r > 0` when `A, b, C > 0`. -/
def balance (b r : ℝ) : ℝ := r ^ 7 * Real.exp (-b * r)
```

The first theorem computes the slope at any nonzero separation, for arbitrary real parameters. In its proof, `h1` differentiates the exponential by the chain rule and `h2` differentiates \(C/r^6\) by the quotient rule. The equation `e` reduces the resulting fraction to \(-6C/r^7\).

```lean
/-- The slope of the Buckingham potential at a nonzero separation. -/
theorem hasDerivAt_buckingham (A b C : ℝ) (hr : r ≠ 0) :
    HasDerivAt (buckingham A b C) (6 * C / r ^ 7 - A * b * Real.exp (-b * r)) r := by
  have h1 : HasDerivAt (fun x : ℝ => A * Real.exp (-b * x))
      (A * (Real.exp (-b * r) * (-b * 1))) r :=
    (((hasDerivAt_id' r).const_mul (-b)).exp).const_mul A
  have hp : HasDerivAt (fun x : ℝ => x ^ 6) (6 * r ^ 5) r := by
    simpa using hasDerivAt_pow 6 r
  have h2 := (hasDerivAt_const r C).fun_div hp (pow_ne_zero 6 hr)
  have e : (0 * r ^ 6 - C * (6 * r ^ 5)) / (r ^ 6) ^ 2 = -(6 * C / r ^ 7) := by
    field_simp
    ring
  refine HasDerivAt.congr_deriv (f := buckingham A b C) (h1.fun_sub h2) ?_
  rw [e]
  ring
```

Next comes the factored form. With \(A\), \(b\) and \(r\) known to be nonzero, `field_simp` clears the denominators and both sides agree.

```lean
/-- For `A, b > 0` and `r > 0` the slope of the potential is a positive factor times the
difference between `6C/(Ab)` and the force balance function. -/
theorem deriv_buckingham (C : ℝ) (hA : 0 < A) (hb : 0 < b) (hr : 0 < r) :
    deriv (buckingham A b C) r = A * b / r ^ 7 * (6 * C / (A * b) - balance b r) := by
  have hA' := hA.ne'
  have hb' := hb.ne'
  have hr' := hr.ne'
  rw [(hasDerivAt_buckingham A b C hr').deriv, balance]
  field_simp
```

The criterion \(g(r)=K\) follows because a product with a nonzero first factor vanishes only when the second factor does. No sign of \(C\) is needed here.

```lean
/-- For `A, b > 0`, a separation `r > 0` is a critical point exactly when
`r ^ 7 exp(-b r) = 6C/(Ab)`. -/
theorem critical_iff (C : ℝ) (hA : 0 < A) (hb : 0 < b) (hr : 0 < r) :
    deriv (buckingham A b C) r = 0 ↔ balance b r = 6 * C / (A * b) := by
  have hp : A * b / r ^ 7 ≠ 0 := by positivity
  rw [deriv_buckingham C hA hb hr, mul_eq_zero, or_iff_right hp, sub_eq_zero]
  exact eq_comm
```

## Collapse at short range

In the next statement, `𝓝[>] 0` means that \(r\) approaches zero from above, and `atBot` stands for \(-\infty\). The word "contact" in the theorem's name refers to \(r\to0\), and not to a finite distance at which two atoms are said to touch.

Only \(C>0\) is assumed. The proof follows the two terms separately: `h1` gives the finite limit of the repulsion, `h2` the divergence of \(1/r^6\), and `h3` the resulting divergence of the dispersion energy to \(-\infty\). Their sum then diverges as well, so \(V\) has no lower bound on any interval \((0,\varepsilon)\) with \(\varepsilon>0\).

```lean
/-- For `C > 0` the Buckingham potential falls to minus infinity as the separation tends to
zero from above. -/
theorem tendsto_atBot_at_contact (A b : ℝ) (hC : 0 < C) :
    Tendsto (buckingham A b C) (𝓝[>] 0) atBot := by
  -- the repulsion stays finite
  have hc : Continuous (fun x : ℝ => A * Real.exp (-b * x)) := by fun_prop
  have h1 := (hc.tendsto 0).mono_left (nhdsWithin_le_nhds (s := Ioi (0 : ℝ)))
  -- the dispersion term diverges
  have h2 : Tendsto (fun x : ℝ => (x⁻¹) ^ 6) (𝓝[>] 0) atTop :=
    (tendsto_pow_atTop (by norm_num : (6 : ℕ) ≠ 0)).comp tendsto_inv_nhdsGT_zero
  have h3 : Tendsto (fun x : ℝ => -(C * (x⁻¹) ^ 6)) (𝓝[>] 0) atBot :=
    tendsto_neg_atTop_atBot.comp (h2.const_mul_atTop hC)
  refine (h1.add_atBot h3).congr (fun x => ?_)
  simp only [buckingham]
  ring
```

## A single peak at 7/b

The monotonicity theorem covers the closed interval from \(0\) to \(7/b\), written `Icc 0 (7 / b)`, and the half-line from \(7/b\) onwards, written `Ici (7 / b)`. The local statement `hd` is the formula for \(g'\). The two Mathlib criteria ask for a strict sign of the derivative in the interior only, so the zeros of \(g'\) at \(0\) and \(7/b\) do no harm.

```lean
/-- For `b > 0` the force balance function increases strictly from `0` to `7/b` and decreases
strictly beyond `7/b`. -/
theorem balance_monotonicity (hb : 0 < b) :
    StrictMonoOn (balance b) (Icc 0 (7 / b)) ∧ StrictAntiOn (balance b) (Ici (7 / b)) := by
  have hd : ∀ x : ℝ, deriv (balance b) x = x ^ 6 * (7 - b * x) * Real.exp (-b * x) := by
    intro x
    have hp : HasDerivAt (fun y : ℝ => y ^ 7) (7 * x ^ 6) x := by
      simpa using hasDerivAt_pow 7 x
    have he : HasDerivAt (fun y : ℝ => Real.exp (-b * y)) (Real.exp (-b * x) * (-b * 1)) x :=
      ((hasDerivAt_id' x).const_mul (-b)).exp
    exact (HasDerivAt.congr_deriv (f := balance b) (hp.fun_mul he) (by ring)).deriv
  have hc : Continuous (balance b) := by
    unfold balance
    fun_prop
  constructor
  · refine strictMonoOn_of_deriv_pos (convex_Icc _ _) hc.continuousOn (fun x hx => ?_)
    rw [interior_Icc] at hx
    have h := (lt_div_iff₀ hb).mp hx.2
    rw [hd]
    exact mul_pos (mul_pos (pow_pos hx.1 6) (by linarith)) (Real.exp_pos _)
  · refine strictAntiOn_of_deriv_neg (convex_Ici _) hc.continuousOn (fun x hx => ?_)
    rw [interior_Ici] at hx
    have h := (div_lt_iff₀ hb).mp hx
    have hx0 : 0 < x := lt_trans (by positivity) hx
    rw [hd]
    exact mul_neg_of_neg_of_pos
      (mul_neg_of_pos_of_neg (pow_pos hx0 6) (by linarith)) (Real.exp_pos _)
```

The peak value follows by substitution (`hv`). For any other positive separation, `hlt` applies the increasing or the decreasing branch, depending on the side of \(7/b\) on which \(r\) lies. The theorem records both the upper bound and the fact that it is reached only at \(7/b\).

```lean
/-- For `b > 0` and `r > 0` the force balance function is at most `(7/b) ^ 7 exp(-7)`, and it
takes this value only at `r = 7/b`. -/
theorem balance_peak (hb : 0 < b) (hr : 0 < r) :
    balance b r ≤ (7 / b) ^ 7 * Real.exp (-7) ∧
      (balance b r = (7 / b) ^ 7 * Real.exp (-7) ↔ r = 7 / b) := by
  have h7 : 0 < 7 / b := by positivity
  have hv : balance b (7 / b) = (7 / b) ^ 7 * Real.exp (-7) := by
    have h : -b * (7 / b) = -7 := by field_simp
    rw [balance, h]
  have hlt : r ≠ 7 / b → balance b r < balance b (7 / b) := by
    intro hne
    rcases lt_or_gt_of_ne hne with h | h
    · exact (balance_monotonicity hb).1 ⟨hr.le, h.le⟩ ⟨h7.le, le_rfl⟩ h
    · exact (balance_monotonicity hb).2 (mem_Ici.mpr le_rfl) (mem_Ici.mpr h.le) h
  rw [← hv]
  by_cases h : r = 7 / b
  · simp [h]
  · exact ⟨(hlt h).le, fun e => absurd e (hlt h).ne, fun e => absurd e h⟩
```

## Exactly two critical points

The main theorem says that there are numbers `r₁` and `r₂` with \(0<r_1<7/b<r_2\), and that the set of all positive separations with zero slope is `{r₁, r₂}`. The equality of sets expresses "exactly", and the inequalities make the two points distinct. The restriction to \(r>0\) matters, since Lean's `deriv` returns zero where a function is not differentiable, and \(r=0\) would otherwise be counted.

The hypothesis `h` says that dispersion is weak enough for the repulsive force to exceed the attractive one at \(7/b\), where their ratio is largest. What the hypotheses leave open is whether \(V\) is the whole interaction of a real pair. Between ions, for example, a Coulomb term changes the slope and with it the criterion.

The condition \(C>0\) can't be weakened to \(C\ge0\). For \(C=0\) the inequality `h` still holds, because its left side is zero, but \(V'(r)=-Ab\,e^{-br}\) never vanishes. The collapse at short range is lost too, since \(V(r)\to A\).

The proof applies the intermediate value theorem twice. On the inner side the interval is \([0,7/b]\), with \(g(0)=0\) supplied by `h0`. On the outer side a finite endpoint is needed, and the limit \(x^7e^{-x}\to0\) with \(x=br\) provides a separation `R` beyond \(7/b\) at which \(g(R)<K\). The second application then uses \([7/b,R]\).

The rest shows that the two sets are equal. A critical point on either side of \(7/b\) gives \(g\) the same value as the solution already found there, and `injOn`, the injectivity that comes with strict monotonicity, identifies the two. Conversely, both solutions are critical points by `critical_iff`.

```lean
/-- For `A, b, C > 0` with `6C/(Ab) < (7/b) ^ 7 exp(-7)`, the Buckingham potential has exactly
two critical points at positive separation, one on each side of `7/b`. -/
theorem two_critical_points (hA : 0 < A) (hb : 0 < b) (hC : 0 < C)
    (h : 6 * C / (A * b) < (7 / b) ^ 7 * Real.exp (-7)) :
    ∃ r₁ r₂ : ℝ, 0 < r₁ ∧ r₁ < 7 / b ∧ 7 / b < r₂ ∧
      {r : ℝ | 0 < r ∧ deriv (buckingham A b C) r = 0} = {r₁, r₂} := by
  have h7 : 0 < 7 / b := by positivity
  have hK : 0 < 6 * C / (A * b) := by positivity
  rw [← (balance_peak hb h7).2.mpr rfl] at h
  have hc : Continuous (balance b) := by
    unfold balance
    fun_prop
  have h0 : balance b 0 = 0 := by simp [balance]
  -- inner solution, between contact and the peak
  obtain ⟨r₁, hr₁, e₁⟩ := intermediate_value_Ioo h7.le hc.continuousOn
    (show 6 * C / (A * b) ∈ Ioo (balance b 0) (balance b (7 / b)) from ⟨by rwa [h0], h⟩)
  -- far out the balance function drops below the required value
  have ht := (Real.tendsto_pow_mul_exp_neg_atTop_nhds_zero 7).comp
    (tendsto_id.const_mul_atTop hb)
  have hpos : 0 < b ^ 7 * (6 * C / (A * b)) := by positivity
  obtain ⟨R, hR, hR7⟩ :=
    ((ht.eventually_lt_const hpos).and (eventually_gt_atTop (7 / b))).exists
  have hR' : (b * R) ^ 7 * Real.exp (-(b * R)) < b ^ 7 * (6 * C / (A * b)) := hR
  have hRK : balance b R < 6 * C / (A * b) := by
    refine lt_of_mul_lt_mul_left ?_ (pow_pos hb 7).le
    calc b ^ 7 * balance b R = (b * R) ^ 7 * Real.exp (-(b * R)) := by
          rw [balance, neg_mul]
          ring
      _ < _ := hR'
  obtain ⟨r₂, hr₂, e₂⟩ := intermediate_value_Ioo' hR7.le hc.continuousOn
    (show 6 * C / (A * b) ∈ Ioo (balance b R) (balance b (7 / b)) from ⟨hRK, h⟩)
  refine ⟨r₁, r₂, hr₁.1, hr₁.2, hr₂.1, ?_⟩
  ext r
  simp only [Set.mem_ofPred_eq, mem_insert_iff, mem_singleton_iff]
  constructor
  · -- strict monotonicity on each side leaves no third solution
    rintro ⟨hr, hd⟩
    have e := (critical_iff C hA hb hr).mp hd
    rcases le_total r (7 / b) with hle | hle
    · exact Or.inl ((balance_monotonicity hb).1.injOn ⟨hr.le, hle⟩
        ⟨hr₁.1.le, hr₁.2.le⟩ (e.trans e₁.symm))
    · exact Or.inr ((balance_monotonicity hb).2.injOn (mem_Ici.mpr hle)
        (mem_Ici.mpr hr₂.1.le) (e.trans e₂.symm))
  · rintro (rfl | rfl)
    · exact ⟨hr₁.1, (critical_iff C hA hb hr₁.1).mpr e₁⟩
    · exact ⟨h7.trans hr₂.1, (critical_iff C hA hb (h7.trans hr₂.1)).mpr e₂⟩
```

## Equality and the reversed inequality

The last theorem treats the other two cases. It doesn't assume \(C>0\), because either condition on \(6C/(Ab)\) already forces it. In the reversed case a critical point would need \(g(r)=K\) with \(K\) above the peak of \(g\), which contradicts the bound in `balance_peak`. In the case of equality, the criterion for a critical point becomes the statement that \(g\) takes its peak value, which happens only at \(7/b\).

For a parameter set of the reversed kind, a root search for the equilibrium distance of the isolated pair has nothing to find.

```lean
/-- For `A, b > 0`, the potential has no critical point at positive separation if
`6C/(Ab) > (7/b) ^ 7 exp(-7)`, and `7/b` is the only one if the two sides are equal. -/
theorem none_or_one_critical_point (hA : 0 < A) (hb : 0 < b) :
    ((7 / b) ^ 7 * Real.exp (-7) < 6 * C / (A * b) →
      ∀ r : ℝ, 0 < r → deriv (buckingham A b C) r ≠ 0) ∧
    (6 * C / (A * b) = (7 / b) ^ 7 * Real.exp (-7) →
      ∀ r : ℝ, 0 < r → (deriv (buckingham A b C) r = 0 ↔ r = 7 / b)) := by
  constructor
  · intro h r hr hd
    have e := (critical_iff C hA hb hr).mp hd
    have hle := (balance_peak hb hr).1
    linarith
  · intro h r hr
    rw [critical_iff C hA hb hr, h]
    exact (balance_peak hb hr).2

end

end BuckinghamPotential
```

```lean
#print axioms BuckinghamPotential.tendsto_atBot_at_contact
#print axioms BuckinghamPotential.two_critical_points
#print axioms BuckinghamPotential.none_or_one_critical_point
```

```
'BuckinghamPotential.tendsto_atBot_at_contact' depends on axioms: [propext, Classical.choice, Quot.sound]
'BuckinghamPotential.two_critical_points' depends on axioms: [propext, Classical.choice, Quot.sound]
'BuckinghamPotential.none_or_one_critical_point' depends on axioms: [propext, Classical.choice, Quot.sound]
```
